# Time reversal on quaternion columns, taken as right multiplication by j, squares to −1 and conjugates complex scalars

The lemma concerns columns x of real quaternions, over any index set and with no normalisation, on which time reversal T multiplies every entry by the quaternion unit j from the right. It states that T(Tx) = −x, the sign familiar from a spin-1/2 particle, and that T(xz) = (Tx)z̄ for a complex number z acting from the right. No Hamiltonian appears, and nothing is said about energy levels. The attempt first proves two identities between quaternions, j² = −1 and zj = jz̄, by comparing their four real components. It then carries them over to columns entry by entry, using associativity.

The failing Lean file:

```lean
import Mathlib

open Matrix
open scoped Quaternion

namespace QuaternionicHouseholder

noncomputable section

variable {n : Type*} [Fintype n]

/-- The quaternion unit `j`. -/
def unitJ : ℍ[ℝ] := ⟨0, 0, 1, 0⟩

/-- A complex number `a + b i` viewed as a quaternion. -/
def ofComplex (z : ℂ) : ℍ[ℝ] := ⟨z.re, z.im, 0, 0⟩

/-- Time reversal on quaternion columns: multiplication by `j` from the right. -/
def timeReversal (x : n → ℍ[ℝ]) : n → ℍ[ℝ] := fun i => x i * unitJ

omit [Fintype n] in
/-- Time reversal squares to minus one and is antilinear for complex scalars acting from the
right. -/
theorem timeReversal_kramers (x : n → ℍ[ℝ]) (z : ℂ) :
    timeReversal (timeReversal x) = -x ∧
      timeReversal (fun i => x i * ofComplex z) =
        fun i => timeReversal x i * ofComplex (star z) := by
  have hj : unitJ * unitJ = -1 := by ext <;> simp [unitJ]
  have hz : ofComplex z * unitJ = unitJ * ofComplex (star z) := by
    ext <;> simp [unitJ, ofComplex]
  constructor
  · funext i
    simp only [timeReversal, mul_assoc, hj, mul_neg, mul_one, Pi.neg_apply]
  · funext i
    simp only [timeReversal, mul_assoc, hz]

end

end QuaternionicHouseholder
```

Lean reports:

```
Main.lean:28:34: error: unsolved goals
case a
n : Type u_1
x : n → ℍ
z : ℂ
⊢ ({ re := 0, imI := 0, imJ := 1, imK := 0 } * { re := 0, imI := 0, imJ := 1, imK := 0 }).re = -1

case a
n : Type u_1
x : n → ℍ
z : ℂ
⊢ ({ re := 0, imI := 0, imJ := 1, imK := 0 } * { re := 0, imI := 0, imJ := 1, imK := 0 }).imI = 0

case a
n : Type u_1
x : n → ℍ
z : ℂ
⊢ ({ re := 0, imI := 0, imJ := 1, imK := 0 } * { re := 0, imI := 0, imJ := 1, imK := 0 }).imJ = 0

case a
n : Type u_1
x : n → ℍ
z : ℂ
⊢ ({ re := 0, imI := 0, imJ := 1, imK := 0 } * { re := 0, imI := 0, imJ := 1, imK := 0 }).imK = 0
Main.lean:29:64: error: unsolved goals
case a
n : Type u_1
x : n → ℍ
z : ℂ
hj : unitJ * unitJ = -1
⊢ ({ re := z.re, imI := z.im, imJ := 0, imK := 0 } * { re := 0, imI := 0, imJ := 1, imK := 0 }).re =
    ({ re := 0, imI := 0, imJ := 1, imK := 0 } * { re := z.re, imI := -z.im, imJ := 0, imK := 0 }).re

case a
n : Type u_1
x : n → ℍ
z : ℂ
hj : unitJ * unitJ = -1
⊢ ({ re := z.re, imI := z.im, imJ := 0, imK := 0 } * { re := 0, imI := 0, imJ := 1, imK := 0 }).imI =
    ({ re := 0, imI := 0, imJ := 1, imK := 0 } * { re := z.re, imI := -z.im, imJ := 0, imK := 0 }).imI

case a
n : Type u_1
x : n → ℍ
z : ℂ
hj : unitJ * unitJ = -1
⊢ ({ re := z.re, imI := z.im, imJ := 0, imK := 0 } * { re := 0, imI := 0, imJ := 1, imK := 0 }).imJ =
    ({ re := 0, imI := 0, imJ := 1, imK := 0 } * { re := z.re, imI := -z.im, imJ := 0, imK := 0 }).imJ

case a
n : Type u_1
x : n → ℍ
z : ℂ
hj : unitJ * unitJ = -1
⊢ ({ re := z.re, imI := z.im, imJ := 0, imK := 0 } * { re := 0, imI := 0, imJ := 1, imK := 0 }).imK =
    ({ re := 0, imI := 0, imJ := 1, imK := 0 } * { re := z.re, imI := -z.im, imJ := 0, imK := 0 }).imK
```

What went wrong. Both errors are of the same kind. In `hj` and in `hz`, `ext` splits an equation between quaternions into four equations between real components, and `simp` closes none of them. Each remaining goal still asks for a component, such as `.re`, of an unmultiplied product of two explicit quaternions.

The formulas for the components of a product, `Quaternion.re_mul` and its three companions, are already in the default simp set, so they were not missing. The trouble is the order. `simp` works from the inside out, so it unfolds `unitJ` and `ofComplex` before it looks at the component of their product. The factors are then structure literals of the general type `QuaternionAlgebra`. The product is still the multiplication of `ℍ[ℝ]`, which is a definition on top of that type, and `simp` doesn't unfold it when matching. The formulas are stated for factors of type `ℍ[ℝ]` and no longer fire, so the arithmetic is never reached.

The repair first calls `simp only` with the four formulas while `unitJ` and `ofComplex` are still folded and have type `ℍ[ℝ]`. Each component of a product becomes a real expression in the components of its factors. The second `simp` then unfolds the definitions, reads the components off the literals and has only real arithmetic left to do.

The reworded docstring and the new comment have no effect on the proof.

The repair, with which the file compiles:

```diff
@@ -20,13 +20,17 @@
 
 omit [Fintype n] in
-/-- Time reversal squares to minus one and is antilinear for complex scalars acting from the
-right. -/
+/-- Time reversal squares to minus one, and a complex scalar acting from the right comes out
+conjugated. -/
 theorem timeReversal_kramers (x : n → ℍ[ℝ]) (z : ℂ) :
     timeReversal (timeReversal x) = -x ∧
       timeReversal (fun i => x i * ofComplex z) =
         fun i => timeReversal x i * ofComplex (star z) := by
-  have hj : unitJ * unitJ = -1 := by ext <;> simp [unitJ]
+  -- compare the four real components of each product
+  have hj : unitJ * unitJ = -1 := by
+    ext <;> (simp only [Quaternion.re_mul, Quaternion.imI_mul, Quaternion.imJ_mul,
+      Quaternion.imK_mul]; simp [unitJ])
   have hz : ofComplex z * unitJ = unitJ * ofComplex (star z) := by
-    ext <;> simp [unitJ, ofComplex]
+    ext <;> (simp only [Quaternion.re_mul, Quaternion.imI_mul, Quaternion.imJ_mul,
+      Quaternion.imK_mul]; simp [unitJ, ofComplex])
   constructor
   · funext i
```
